# Quadtree multiplication of real 2^L × 2^L matrices with norm-product pruning at threshold τ > 0 errs by less than 2^L τ in every entry

Suppose a sparse multiplication code halves its matrices down to single numbers and skips every block product that looks smaller than a threshold $\tau$, and its user takes $\tau$ for the error of the result. Let all entries of one $2^L\times 2^L$ matrix equal $a$ and all entries of the other equal $b$, with $|ab|$ just below $\tau$. The code can then discard everything and return the zero matrix, while every entry of the exact product is $2^L ab$. At $L=10$ the user is wrong by a factor of nearly 1024.

Take real matrices, skip a block product when the product of the two Frobenius norms is below $\tau$, and halve the remaining blocks down to single numbers. The bound that does hold for this rule is $2^L\tau$ per entry, and the factor $2^L$ is the best possible. Truncated products of matrices with decaying entries occur in linear-scaling electronic structure. Where this rule does the truncation, the bound relates the threshold to the error of one multiplication; the accumulation of errors over an iteration such as density-matrix purification is not treated.

## Real matrices of size 2^L

The size is a power of two so that a matrix can be halved in both directions until only scalars remain. A row number $i$ is a string of $L$ binary digits. For $L\ge 1$, write $i_0$ for its leading digit and $i'$ for the remaining digits. For $L=0$ there is one empty string, and the matrix is a single number.

```lean
import Mathlib

open Finset

namespace QuadtreeMultiplication

noncomputable section
```

In Lean, `Idx L` is the type of these strings, and a matrix is a `Matrix (Idx L) (Idx L) ℝ`.

```lean
/-- A row or column number between 0 and 2^L - 1, written as its L binary digits with the
leading digit first. -/
abbrev Idx (L : ℕ) := Fin L → Fin 2
```

The size of a block is measured by its Frobenius norm, $\|A\|=\big(\sum_{i,j}A_{ij}^2\big)^{1/2}$, which is `frob A`.

```lean
/-- The Frobenius norm, the square root of the sum of all squared entries. -/
def frob {n : Type*} [Fintype n] (A : Matrix n n ℝ) : ℝ :=
  Real.sqrt (∑ i, ∑ j, A i j ^ 2)
```

The leading digits of row and column select a quadrant. Write $A^{ab}$ for the quadrant with row digit $a$ and column digit $b$; this is `block A a b`, where `Fin.cons` puts the leading digit back in front of the shorter string.

```lean
/-- The quadrant of a matrix in which the row number has leading digit `a` and the column
number has leading digit `b`. -/
def block {L : ℕ} (A : Matrix (Idx (L + 1)) (Idx (L + 1)) ℝ) (a b : Fin 2) :
    Matrix (Idx L) (Idx L) ℝ :=
  fun i j => A (Fin.cons (α := fun _ => Fin 2) a i) (Fin.cons (α := fun _ => Fin 2) b j)
```

The derivation uses the power of two whenever it splits a matrix into four equal quadrants, and the Lean proof uses it through induction on `L`. A matrix of another size can be padded with zero rows and columns to bring it under the theorem, and $2^L$ is then the padded size.

## Discarding by both norms, multiplying exactly at the leaves

The rule discards a product if $\|A\|\,\|B\|<\tau$. A product that exactly meets the threshold is kept. A kept product of scalars is computed exactly; a kept product of larger matrices is assembled from quadrant products, each subject to the same rule with the same $\tau$. Since $\tau$ is compared with a product of norms, it carries the units of an entry of $AB$.

```lean
/-- Quadtree multiplication with threshold `τ`: a product is replaced by zero if the product of
the Frobenius norms is below `τ`; otherwise scalars are multiplied exactly, and larger matrices
are multiplied quadrant by quadrant with the same rule. -/
def spamm (τ : ℝ) : (L : ℕ) → Matrix (Idx L) (Idx L) ℝ → Matrix (Idx L) (Idx L) ℝ →
    Matrix (Idx L) (Idx L) ℝ
  | 0, A, B => if frob A * frob B < τ then 0 else A * B
  | L + 1, A, B => if frob A * frob B < τ then 0 else Matrix.of fun (i j : Idx (L + 1)) =>
      ∑ c : Fin 2, spamm τ L (block A (i 0) c) (block B c (j 0)) (Fin.tail i) (Fin.tail j)
```

In `spamm`, short for sparse approximate matrix multiplication, `i 0` is the leading digit $i_0$ and `Fin.tail i` is the remainder $i'$. The entries are real numbers, so floating-point rounding is absent from the model. So are storage and operation counts: the theorems concern accuracy, not cost.

The number of indices is needed later, when errors are summed over the whole matrix.

```lean
/-- There are 2^L row numbers with L binary digits. -/
theorem card_idx (L : ℕ) : Fintype.card (Idx L) = 2 ^ L := by
  simp [Idx]
```

The norm test matters because it controls what a discarded product was worth. By Cauchy–Schwarz for row $i$ of $A$ and column $j$ of $B$,

$$
(AB)_{ij}^2=\Big(\sum_k A_{ik}B_{kj}\Big)^2\le\sum_k A_{ik}^2\,\sum_k B_{kj}^2\le\|A\|^2\,\|B\|^2 .
$$

The last step holds because one row or one column contributes only part of the sum of all squares. Hence $|(AB)_{ij}|\le\|A\|\,\|B\|$, and discarding the product costs less than $\tau$ in each entry. A test on $\|A\|$ alone would give no such control, since a small block can meet an arbitrarily large partner.

In the proof below, `h` is the Cauchy–Schwarz inequality, while `hA` and `hB` compare the row and the column with the full sums.

```lean
/-- Every entry of a matrix product is bounded in magnitude by the product of the two
Frobenius norms. -/
theorem abs_mul_apply_le {n : Type*} [Fintype n] (A B : Matrix n n ℝ) (i j : n) :
    |(A * B) i j| ≤ frob A * frob B := by
  -- Cauchy-Schwarz for row i of A and column j of B
  have h := Finset.sum_mul_sq_le_sq_mul_sq univ (fun k => A i k) (fun k => B k j)
  have hA : ∑ k, A i k ^ 2 ≤ ∑ i, ∑ k, A i k ^ 2 :=
    Finset.single_le_sum (f := fun i => ∑ k, A i k ^ 2)
      (fun _ _ => Finset.sum_nonneg fun _ _ => sq_nonneg _) (mem_univ i)
  have hB : ∑ k, B k j ^ 2 ≤ ∑ k, ∑ j, B k j ^ 2 :=
    Finset.sum_le_sum fun k _ => Finset.single_le_sum (f := fun j => B k j ^ 2)
      (fun _ _ => sq_nonneg _) (mem_univ j)
  unfold frob
  rw [← Real.sqrt_mul (by positivity)]
  apply Real.abs_le_sqrt
  rw [Matrix.mul_apply]
  exact h.trans (mul_le_mul hA hB (by positivity) (by positivity))
```

A kept product is compared with the exact one quadrant by quadrant. Splitting the summation index $k$ into its leading digit $c$ and the remainder $k'$ gives

$$
(AB)_{ij}=\sum_{c=0}^{1}\sum_{k'}A^{i_0c}_{i'k'}\,B^{cj_0}_{k'j'}=\sum_{c=0}^{1}\big(A^{i_0c}B^{cj_0}\big)_{i'j'} .
$$

The local statement `split` performs this division of the sum for an arbitrary summand.

```lean
/-- The exact product is assembled from quadrants: each of its quadrants is a sum of two
products of quadrants of the factors. -/
theorem mul_apply_eq_blocks {L : ℕ} (A B : Matrix (Idx (L + 1)) (Idx (L + 1)) ℝ)
    (i j : Idx (L + 1)) :
    (A * B) i j =
      ∑ c : Fin 2, (block A (i 0) c * block B c (j 0)) (Fin.tail i) (Fin.tail j) := by
  -- split the summation index into its leading digit and the rest
  have split (f : Idx (L + 1) → ℝ) :
      ∑ k, f k = ∑ c : Fin 2, ∑ k : Idx L, f (Fin.cons (α := fun _ => Fin 2) c k) := by
    rw [← Fintype.sum_prod_type'
      (fun (c : Fin 2) (k : Idx L) => f (Fin.cons (α := fun _ => Fin 2) c k))]
    exact (Fintype.sum_equiv (Fin.consEquiv (fun _ => Fin 2)) _ _ (fun _ => rfl)).symm
  rw [Matrix.mul_apply, split]
  simp only [Matrix.mul_apply, block, Fin.cons_self_tail]
```

The computed product obeys the same formula at a kept node, with the two exact quadrant products replaced by computed ones. At a discarded node it is zero, at every level of the recursion.

```lean
/-- If the product of the Frobenius norms is below the threshold, the computed product is
zero. -/
theorem spamm_of_lt {τ : ℝ} {L : ℕ} {A B : Matrix (Idx L) (Idx L) ℝ}
    (h : frob A * frob B < τ) : spamm τ L A B = 0 := by
  cases L <;> rw [spamm, if_pos h]
```

Exactness at the leaves enters the derivation once, at a kept scalar, where the error is zero. If leaf products carried errors of their own, up to $2^L$ of them could add up in a single entry.

## A positive threshold

A positive $\tau$ is a real tolerance: some products may be thrown away. With it, the entry bound follows by induction on $L$, for all matrices and all entries at once. Write $S_L(A,B)$ for the computed product `spamm τ L A B`.

For $L=0$, a discarded product has error $|(AB)_{ij}|\le\|A\|\,\|B\|<\tau$. A kept product has error $0$, which is less than $\tau$ because $\tau>0$.

Now assume the bound $2^L\tau$ at level $L$ and take matrices at level $L+1$. If the product is discarded, the error is below $\tau$, and $\tau\le 2^{L+1}\tau$, again because $\tau$ is positive. If it is kept, subtracting the two quadrant formulas gives

$$
\big|S_{L+1}(A,B)_{ij}-(AB)_{ij}\big|\le\sum_{c=0}^{1}\big|S_L(A^{i_0c},B^{cj_0})_{i'j'}-(A^{i_0c}B^{cj_0})_{i'j'}\big|<2\cdot2^L\tau=2^{L+1}\tau .
$$

The theorem `spamm_entry_error` says precisely this: given `0 < τ`, for every `L`, all `A` and `B` and every entry `i`, `j`, the absolute difference is strictly less than `2 ^ L * τ`. The proof has the same four cases. In the last one, `h0` and `h1` are the bounds for $c=0$ and $c=1$; `abs_lt` turns each into an upper and a lower inequality, and `linarith` adds them.

```lean
/-- For a positive threshold `τ`, every entry of the quadtree product of two real 2^L by 2^L
matrices differs from the exact product by less than 2^L `τ`. -/
theorem spamm_entry_error {τ : ℝ} (hτ : 0 < τ) (L : ℕ) (A B : Matrix (Idx L) (Idx L) ℝ)
    (i j : Idx L) : |spamm τ L A B i j - (A * B) i j| < 2 ^ L * τ := by
  induction L with
  | zero =>
    by_cases h : frob A * frob B < τ
    · have hb := abs_mul_apply_le A B i j
      rw [spamm_of_lt h, Matrix.zero_apply, zero_sub, abs_neg, pow_zero, one_mul]
      exact hb.trans_lt h
    · rw [spamm, if_neg h, sub_self, abs_zero]
      positivity
  | succ L ih =>
    by_cases h : frob A * frob B < τ
    · -- a discarded product has entries below τ
      have hb := abs_mul_apply_le A B i j
      have h1 : (1 : ℝ) ≤ 2 ^ (L + 1) := one_le_pow₀ (by norm_num)
      have h2 : τ ≤ 2 ^ (L + 1) * τ := le_mul_of_one_le_left hτ.le h1
      rw [spamm_of_lt h, Matrix.zero_apply, zero_sub, abs_neg]
      linarith
    · -- otherwise the errors of two quadrant products add up
      have h0 := ih (block A (i 0) 0) (block B 0 (j 0)) (Fin.tail i) (Fin.tail j)
      have h1 := ih (block A (i 0) 1) (block B 1 (j 0)) (Fin.tail i) (Fin.tail j)
      rw [spamm, if_neg h, mul_apply_eq_blocks A B i j]
      simp only [Matrix.of_apply, Fin.sum_univ_two]
      rw [abs_lt] at h0 h1 ⊢
      rw [pow_succ]
      constructor <;> linarith [h0.1, h0.2, h1.1, h1.2]
```

If $\tau\le0$, nothing is discarded, since norms are never negative, and the computed product is exact. The strict bound nevertheless fails, because it would require $0<2^L\tau$. At $\tau=0$ the version with "at most" would survive; for negative $\tau$ that fails too.

The entry bound also controls the whole error matrix. It has $4^L$ entries, each of magnitude at most $2^L\tau$, so

$$
\|S_L(A,B)-AB\|^2\le4^L\,(2^L\tau)^2=(4^L\tau)^2 .
$$

Taking the root gives $4^L\tau$, where positivity is used once more: the root of $(4^L\tau)^2$ is $4^L\tau$ only if $\tau$ is not negative. In Lean, `Real.sqrt_le_iff` asks for this sign and for the squared inequality, which the `calc` block supplies.

```lean
/-- For a positive threshold `τ`, the error matrix of the quadtree product has Frobenius norm
at most 4^L `τ`. -/
theorem spamm_frob_error {τ : ℝ} (hτ : 0 < τ) (L : ℕ) (A B : Matrix (Idx L) (Idx L) ℝ) :
    frob (spamm τ L A B - A * B) ≤ 4 ^ L * τ := by
  have h4 : (4 : ℝ) ^ L = 2 ^ L * 2 ^ L := by
    rw [← mul_pow]
    norm_num
  unfold frob
  rw [Real.sqrt_le_iff]
  refine ⟨by positivity, ?_⟩
  calc ∑ i, ∑ j, (spamm τ L A B - A * B) i j ^ 2
      ≤ ∑ _i : Idx L, ∑ _j : Idx L, (2 ^ L * τ) ^ 2 := by
        refine Finset.sum_le_sum fun i _ => Finset.sum_le_sum fun j _ => ?_
        rw [Matrix.sub_apply, ← sq_abs]
        exact pow_le_pow_left₀ (abs_nonneg _) (spamm_entry_error hτ L A B i j).le 2
    _ = (4 ^ L * τ) ^ 2 := by
        simp only [Finset.sum_const, Finset.card_univ, card_idx, nsmul_eq_mul]
        push_cast
        rw [h4]
        ring
```

## Uniform matrices with |ab| below the threshold

The worst case has no decay at all: every entry of the first matrix is $a$ and every entry of the second is $b$, where $a$ and $b$ are now real numbers and no longer quadrant digits. Such matrices are far from the sparse ones that the method is meant for, but the bound has to cover them.

```lean
/-- The 2^L by 2^L matrix with all entries equal to `a`. -/
def uniform (L : ℕ) (a : ℝ) : Matrix (Idx L) (Idx L) ℝ := fun _ _ => a
```

The condition $|ab|<\tau$ says that each single scalar product is small enough to be discarded. It already forces $\tau>0$, so positivity is not assumed separately.

By hand, the computed product is zero by induction. For $L=0$ the norms are $|a|$ and $|b|$, their product is $|ab|<\tau$, and the rule discards it. At level $L+1$ the product is either discarded at once or split into quadrants. Every quadrant is again uniform with the same entry, so every quadrant product is zero by the induction hypothesis. In Lean, the `change` step rewrites the quadrants as uniform matrices, and `rw [ih]` inserts the zeros.

```lean
/-- If the entries `a` and `b` of two uniform matrices satisfy |ab| < `τ`, their quadtree
product vanishes entirely. -/
theorem spamm_uniform {τ a b : ℝ} (h : |a * b| < τ) (L : ℕ) :
    spamm τ L (uniform L a) (uniform L b) = 0 := by
  induction L with
  | zero =>
    have hf (x : ℝ) : frob (uniform 0 x) = |x| := by
      simp [frob, uniform, Real.sqrt_sq_eq_abs]
    apply spamm_of_lt
    rw [hf, hf, ← abs_mul]
    exact h
  | succ L ih =>
    by_cases hp : frob (uniform (L + 1) a) * frob (uniform (L + 1) b) < τ
    · exact spamm_of_lt hp
    · rw [spamm, if_neg hp]
      ext i j
      -- every quadrant of a uniform matrix is uniform
      change ∑ _c : Fin 2, spamm τ L (uniform L a) (uniform L b) (Fin.tail i) (Fin.tail j) = 0
      rw [ih]
      simp
```

The exact entry is a sum of $2^L$ equal terms $ab$. The error is therefore

$$
\Big|0-\sum_k ab\Big|=2^L|ab| .
$$

The Lean proof replaces the computed product by zero and counts the terms with `card_idx`.

```lean
/-- If |ab| < `τ`, every entry of the quadtree product of the uniform matrices with entries
`a` and `b` is wrong by exactly 2^L |ab|. -/
theorem spamm_uniform_error {τ a b : ℝ} (h : |a * b| < τ) (L : ℕ) (i j : Idx L) :
    |spamm τ L (uniform L a) (uniform L b) i j - (uniform L a * uniform L b) i j|
      = 2 ^ L * |a * b| := by
  rw [spamm_uniform h, Matrix.mul_apply]
  simp only [uniform, Finset.sum_const, Finset.card_univ, card_idx, nsmul_eq_mul,
    Matrix.zero_apply, zero_sub, abs_neg]
  push_cast
  rw [abs_mul ((2 : ℝ) ^ L) (a * b), abs_of_pos (by positivity : (0 : ℝ) < 2 ^ L)]
```

Without the condition the example collapses. If $|ab|\ge\tau$, the norm product of two uniform blocks of size $2^\ell$ is $4^\ell|ab|\ge\tau$, so nothing is discarded and the result is exact.

## A constant C below 2^L

Here $C$ stands for a more optimistic guarantee, an error of at most $C\tau$ per entry. The theorem `entry_error_sharp` refutes it for every $C<2^L$: for each positive $\tau$ and each $L$ there are matrices whose error exceeds $C\tau$ in every entry, not just in one.

To construct them, choose a number $s$ with

$$
\max\!\big(C\tau/2^L,\,0\big)<s<\tau .
$$

There is room for $s$ because $C<2^L$ and $\tau>0$ put both candidates for the maximum below $\tau$. Take uniform matrices with entries $a=s$ and $b=1$. Then $|ab|=s<\tau$, and the error in every entry is $2^Ls>C\tau$. The zero in the maximum keeps $s$ positive even when $C$ is negative.

The Lean proof obtains $s$ from `exists_between` and then applies `spamm_uniform_error`. The assumption `hC` is used only in `hlt`, which states $C\tau/2^L<\tau$.

```lean
/-- The factor 2^L is optimal: for every positive threshold `τ` and every `C` below 2^L there
are matrices for which the error exceeds `C τ` in every entry. -/
theorem entry_error_sharp {τ C : ℝ} (hτ : 0 < τ) (L : ℕ) (hC : C < 2 ^ L) :
    ∃ A B : Matrix (Idx L) (Idx L) ℝ, ∀ i j,
      C * τ < |spamm τ L A B i j - (A * B) i j| := by
  have hp : (0 : ℝ) < 2 ^ L := by positivity
  have hlt : C * τ / 2 ^ L < τ := by
    rw [div_lt_iff₀ hp, mul_comm τ]
    exact mul_lt_mul_of_pos_right hC hτ
  -- choose an entry s just below the threshold
  obtain ⟨s, hs, hsτ⟩ := exists_between (max_lt hlt hτ)
  have hs0 : 0 < s := (le_max_right _ _).trans_lt hs
  have hs1 : C * τ / 2 ^ L < s := (le_max_left _ _).trans_lt hs
  have habs : |s * 1| = s := by rw [mul_one, abs_of_pos hs0]
  refine ⟨uniform L s, uniform L 1, fun i j => ?_⟩
  rw [spamm_uniform_error (by rw [habs]; exact hsτ) L i j, habs, mul_comm ((2 : ℝ) ^ L)]
  exact (div_lt_iff₀ hp).mp hs1

end

end QuadtreeMultiplication
```

For $C\ge2^L$ no such matrices exist, since the entry bound keeps every error below $2^L\tau\le C\tau$. The optimality concerns the guarantee over all real matrices of a given size; for matrices with strong decay the actual error may be much smaller. It also presupposes halving down to single numbers. If a code stops at blocks of size $2^m$, with $1\le m\le L$, and multiplies the kept ones exactly, the same induction started at that size gives the smaller bound $2^{L-m}\tau$.

```lean
#print axioms QuadtreeMultiplication.spamm_entry_error
#print axioms QuadtreeMultiplication.spamm_frob_error
#print axioms QuadtreeMultiplication.entry_error_sharp
```

```
'QuadtreeMultiplication.spamm_entry_error' depends on axioms: [propext, Classical.choice, Quot.sound]
'QuadtreeMultiplication.spamm_frob_error' depends on axioms: [propext, Classical.choice, Quot.sound]
'QuadtreeMultiplication.entry_error_sharp' depends on axioms: [propext, Classical.choice, Quot.sound]
```
